# Photon-number sum rules for the phase exp(ix sin t)

For real x, let c_n be the n-th Fourier coefficient of exp(ix sin t) over one period 2π, with n any integer. Then, summing over all integers n,

Σ |c_n|² = 1

Σ n² |c_n|² = x²/2.

In the low-frequency (Kroll-Watson) approximation to electron scattering in a laser field, |c_n|² is the weight for a net exchange of n photons. The two sums say that these weights form a probability distribution and that its mean-square photon number is x²/2. The setting is one electron in a classical, monochromatic, linearly polarised field, taken as uniform in space (the dipole approximation). There x is the electron's quiver amplitude times the component of its wave-vector transfer along the polarisation.

The Kroll-Watson formula multiplies |c_n|² by a field-free cross section and a ratio of momenta. The theorems below concern the factor |c_n|² alone, with the same x in every channel. In the full formula x changes with n, because the final momentum does, so the sum rules apply where that change is negligible.

## The phase and its Fourier coefficients

```lean
import Mathlib

open Complex MeasureTheory
open scoped Real

namespace KrollWatsonSumRules

noncomputable section
```

These lines load the Mathlib library and allow short names: `I` is the imaginary unit and `π` the usual number.

```lean
/-- The phase factor `exp(i x sin t)` of an electron in an oscillating field, with coupling
strength `x` and optical phase `t`. -/
def dressedPhase (x t : ℝ) : ℂ := Complex.exp (I * ((x * Real.sin t : ℝ) : ℂ))
```

Write D(t) = exp(ix sin t) for `dressedPhase x t`. The variable t is the optical phase, that is, frequency times time. The annotation `((x * Real.sin t : ℝ) : ℂ)` computes x sin t as a real number and then regards it as a complex one.

```lean
/-- The `n`-th Fourier coefficient of a signal `g` over one optical period `2π`. -/
def harmonic (g : ℝ → ℂ) (n : ℤ) : ℂ :=
  ((2 * π : ℝ) : ℂ)⁻¹ * ∫ t in (0 : ℝ)..(2 * π), Complex.exp (-(I * n * t)) * g t
```

For a complex signal g, `harmonic g n` is

(1/2π) ∫₀^{2π} e^{−int} g(t) dt.

Below, ⟨f⟩ denotes the average (1/2π) ∫₀^{2π} f(t) dt, so this coefficient is ⟨e^{−int} g⟩.

```lean
/-- The amplitude for net exchange of `n` photons: the `n`-th Fourier coefficient of the
dressed phase. -/
def photonAmplitude (x : ℝ) (n : ℤ) : ℂ := harmonic (dressedPhase x) n
```

This is c_n = ⟨e^{−int} D⟩. Whether positive n means absorption or emission is left open, and the sum rules do not depend on it. Textbooks write c_n as the Bessel function J_n(x); the file works from the integral and does not prove that identification.

```lean
/-- The dressed phase depends continuously on the optical phase. -/
theorem continuous_dressedPhase (x : ℝ) : Continuous (dressedPhase x) := by
  unfold dressedPhase
  fun_prop
```

D is continuous, being composed of continuous functions. The tactic `fun_prop` finds that argument by itself.

## Parseval's identity as a period average

```lean
/-- Parseval's identity: the total weight of all harmonics of a continuous signal is the
average of its squared modulus over one period. -/
theorem parseval (g : ℝ → ℂ) (hg : Continuous g) :
    HasSum (fun n : ℤ => ‖harmonic g n‖ ^ 2)
      ((2 * π)⁻¹ * ∫ t in (0 : ℝ)..(2 * π), ‖g t‖ ^ 2) := by
  have hab : (0 : ℝ) < 2 * π := Real.two_pi_pos
  have hp : (π : ℂ) ≠ 0 := Complex.ofReal_ne_zero.2 Real.pi_ne_zero
  -- a continuous signal is bounded, hence square integrable, on one period
  obtain ⟨C, hC⟩ := (isCompact_Icc (a := (0 : ℝ)) (b := 2 * π)).exists_bound_of_continuousOn
    hg.continuousOn
  have hL : MemLp g 2 (volume.restrict (Set.Ioc 0 (2 * π))) :=
    MemLp.of_bound hg.aestronglyMeasurable C
      ((ae_restrict_iff' measurableSet_Ioc).2
        (.of_forall fun t ht => hC t (Set.Ioc_subset_Icc_self ht)))
  have e : ∀ n, fourierCoeffOn hab g n = harmonic g n := by
    intro n
    rw [fourierCoeffOn_eq_integral, harmonic, Complex.real_smul]
    congr 1
    · simp
    · apply intervalIntegral.integral_congr
      intro t _
      simp only [fourier_coe_apply, smul_eq_mul]
      congr 2
      push_cast
      rw [sub_zero]
      field_simp
  have h := hasSum_sq_fourierCoeffOn hab hL
  simpa only [e, sub_zero, smul_eq_mul] using h
```

For every continuous g,

Σ |⟨e^{−int} g⟩|² = ⟨|g|²⟩.

`HasSum f a` means that the series with terms f converges to a, whatever the order of summation.

By hand, one expands g in the functions e^{int}. They are orthonormal under the average, since ⟨e^{−imt} e^{int}⟩ is 1 for m = n and 0 otherwise. In ⟨|g|²⟩ the cross terms therefore vanish and the squared coefficients remain. That the functions e^{int} suffice to expand any square-integrable g is a theorem already in Mathlib.

The proof supplies what that theorem needs. A continuous function is bounded on a closed interval (`hC`), hence square integrable (`hL`). The step `e` checks that Mathlib's Fourier coefficient equals `harmonic`, and `hasSum_sq_fourierCoeffOn` finishes.

## A derivative that integrates to zero

```lean
/-- The `n`-th harmonic of `x cos t · exp(i x sin t)` is `n` times the `n`-photon amplitude. -/
theorem harmonic_derivative (x : ℝ) (n : ℤ) :
    harmonic (fun t => ((x * Real.cos t : ℝ) : ℂ) * dressedPhase x t) n
      = n * photonAmplitude x n := by
  have hc := continuous_dressedPhase x
  have hF : ∀ t : ℝ, HasDerivAt (fun t : ℝ => Complex.exp (-(I * n * t)) * dressedPhase x t)
      (I * (Complex.exp (-(I * n * t)) * (((x * Real.cos t : ℝ) : ℂ) * dressedPhase x t))
        - I * n * (Complex.exp (-(I * n * t)) * dressedPhase x t)) t := by
    intro t
    have h1 : HasDerivAt (fun t : ℝ => -(I * n * (t : ℂ))) (-(I * n)) t := by
      simpa using ((hasDerivAt_id t).ofReal_comp.const_mul (I * (n : ℂ))).fun_neg
    have h2 : HasDerivAt (fun t : ℝ => I * ((x * Real.sin t : ℝ) : ℂ))
        (I * ((x * Real.cos t : ℝ) : ℂ)) t :=
      (((Real.hasDerivAt_sin t).const_mul x).ofReal_comp).const_mul I
    unfold dressedPhase
    exact (h1.cexp.fun_mul h2.cexp).congr_deriv (by ring)
  have hA : Continuous fun t : ℝ => I * (Complex.exp (-(I * n * t)) *
      (((x * Real.cos t : ℝ) : ℂ) * dressedPhase x t)) := by fun_prop
  have hB : Continuous fun t : ℝ => I * n * (Complex.exp (-(I * n * t)) * dressedPhase x t) := by
    fun_prop
  have h := intervalIntegral.integral_eq_sub_of_hasDerivAt (a := 0) (b := 2 * π)
    (fun t _ => hF t) ((hA.sub hB).intervalIntegrable _ _)
  -- the boundary terms cancel by periodicity
  have hone : Complex.exp (-(I * n * ((2 * π : ℝ) : ℂ))) = 1 := by
    rw [← Complex.exp_int_mul_two_pi_mul_I (-n)]
    congr 1
    push_cast
    ring
  rw [intervalIntegral.integral_sub (hA.intervalIntegrable _ _) (hB.intervalIntegrable _ _),
    intervalIntegral.integral_const_mul, intervalIntegral.integral_const_mul, hone] at h
  simp only [dressedPhase, Real.sin_two_pi, Real.sin_zero, mul_zero, Complex.ofReal_zero,
    neg_zero, Complex.exp_zero, mul_one, sub_self] at h
  have h' := mul_left_cancel₀ I_ne_zero ((sub_eq_zero.1 h).trans (mul_assoc _ _ _))
  simp only [photonAmplitude, harmonic, dressedPhase]
  rw [h']
  ring
```

The claim is

⟨e^{−int} x cos t D⟩ = n c_n.

Differentiate the product e^{−int} D(t):

d/dt [e^{−int} D] = i e^{−int} x cos t D − i n e^{−int} D.

Now integrate from 0 to 2π. The left side gives the difference of e^{−int} D at the two ends. Both values are 1, so the difference is 0. Dividing the right side by 2πi leaves

0 = ⟨e^{−int} x cos t D⟩ − n c_n.

In Lean, `hF` is the derivative, `h` the fundamental theorem of calculus, and `hone` the fact that e^{−2πin} = 1. The factor i is removed by `mul_left_cancel₀`.

```lean
/-- Neighbouring photon amplitudes obey `2 n c_n = x (c_{n-1} + c_{n+1})`. -/
theorem photonAmplitude_recurrence (x : ℝ) (n : ℤ) :
    2 * (n * photonAmplitude x n)
      = x * (photonAmplitude x (n - 1) + photonAmplitude x (n + 1)) := by
  have hc := continuous_dressedPhase x
  -- the cosine shifts the harmonic index by one in either direction
  have pt : ∀ t : ℝ, Complex.exp (-(I * n * t)) * (((x * Real.cos t : ℝ) : ℂ) * dressedPhase x t)
      = (x / 2 : ℂ) * (Complex.exp (-(I * (n - 1 : ℤ) * t)) * dressedPhase x t
        + Complex.exp (-(I * (n + 1 : ℤ) * t)) * dressedPhase x t) := by
    intro t
    have e1 : Complex.exp (-(I * (n - 1 : ℤ) * t))
        = Complex.exp (-(I * n * t)) * Complex.exp (t * I) := by
      rw [← Complex.exp_add]
      congr 1
      push_cast
      ring
    have e2 : Complex.exp (-(I * (n + 1 : ℤ) * t))
        = Complex.exp (-(I * n * t)) * Complex.exp (-t * I) := by
      rw [← Complex.exp_add]
      congr 1
      push_cast
      ring
    rw [Complex.ofReal_mul, Complex.ofReal_cos, Complex.cos, e1, e2]
    ring
  have hi : ∀ m : ℤ, IntervalIntegrable
      (fun t : ℝ => Complex.exp (-(I * m * t)) * dressedPhase x t) volume 0 (2 * π) :=
    fun m => Continuous.intervalIntegrable (by fun_prop) _ _
  rw [← harmonic_derivative]
  simp only [photonAmplitude, harmonic, pt]
  rw [intervalIntegral.integral_const_mul, intervalIntegral.integral_add (hi _) (hi _)]
  ring
```

Neighbouring amplitudes satisfy

2n c_n = x (c_{n−1} + c_{n+1}).

Put cos t = (e^{it} + e^{−it})/2 into the previous result. Since e^{−int} e^{it} = e^{−i(n−1)t} and e^{−int} e^{−it} = e^{−i(n+1)t}, the average splits as

n c_n = (x/2)(c_{n−1} + c_{n+1}).

The identity under the integral is `pt`, with `e1` and `e2` as the two index shifts.

## Opposite photon numbers have equal weight at fixed x

```lean
/-- Amplitudes for opposite photon numbers differ only by the sign `(-1)^n`. -/
theorem photonAmplitude_neg (x : ℝ) (n : ℤ) :
    photonAmplitude x (-n) = (-1) ^ n * photonAmplitude x n := by
  let h : ℝ → ℂ := fun t => Complex.exp (-(I * n * t)) * dressedPhase x t
  have hper : Function.Periodic h (2 * π) := by
    intro t
    have e : Complex.exp (-(I * n * ((t + 2 * π : ℝ) : ℂ))) = Complex.exp (-(I * n * t)) := by
      rw [← mul_one (Complex.exp (-(I * n * t))), ← Complex.exp_int_mul_two_pi_mul_I (-n),
        ← Complex.exp_add]
      congr 1
      push_cast
      ring
    simp only [h, dressedPhase, Real.sin_add_two_pi, e]
  -- reflect the optical phase, `t ↦ π - t`, which leaves `sin t` unchanged
  have pt : ∀ t : ℝ, Complex.exp (-(I * (-n : ℤ) * t)) * dressedPhase x t
      = (-1) ^ n * h (π - t) := by
    intro t
    have e : Complex.exp (-(I * (-n : ℤ) * t))
        = (-1) ^ n * Complex.exp (-(I * n * ((π - t : ℝ) : ℂ))) := by
      rw [← Complex.exp_pi_mul_I, ← Complex.exp_int_mul, ← Complex.exp_add]
      congr 1
      push_cast
      ring
    simp only [h, dressedPhase, Real.sin_pi_sub]
    rw [e]
    exact mul_assoc _ _ _
  have e := hper.intervalIntegral_add_eq (-π) 0
  rw [show -π + 2 * π = π by ring, zero_add] at e
  simp only [photonAmplitude, harmonic, pt]
  rw [intervalIntegral.integral_const_mul, intervalIntegral.integral_comp_sub_left h π,
    show π - 2 * π = -π by ring, sub_zero, e]
  ring
```

The statement is c_{−n} = (−1)^n c_n, and hence |c_{−n}| = |c_n|.

Let h(t) = e^{−int} D(t). Because sin(π − t) = sin t,

h(π − t) = e^{−inπ} e^{int} D(t) = (−1)^n e^{int} D(t).

Multiplying by (−1)^n gives e^{int} D(t) = (−1)^n h(π − t), so

c_{−n} = ⟨e^{int} D⟩ = (−1)^n (1/2π) ∫₀^{2π} h(π − t) dt.

Substituting s = π − t turns the integral into that of h from −π to π. As h has period 2π (`hper`), this equals its integral from 0 to 2π, which is 2π c_n.

## The two sum rules

```lean
/-- For a fixed coupling `x`, the photon-exchange probabilities sum to one, and the mean-square
number of exchanged photons is `x² / 2`. -/
theorem krollWatson_sum_rules (x : ℝ) :
    HasSum (fun n : ℤ => ‖photonAmplitude x n‖ ^ 2) 1 ∧
    HasSum (fun n : ℤ => (n : ℝ) ^ 2 * ‖photonAmplitude x n‖ ^ 2) (x ^ 2 / 2) := by
  have hc := continuous_dressedPhase x
  have hp : π ≠ 0 := Real.pi_ne_zero
  have hn : ∀ t, ‖dressedPhase x t‖ = 1 := by
    intro t
    rw [dressedPhase, mul_comm, Complex.norm_exp_ofReal_mul_I]
  constructor
  · have h := parseval (dressedPhase x) hc
    have hI : (2 * π)⁻¹ * ∫ t in (0 : ℝ)..(2 * π), ‖dressedPhase x t‖ ^ 2 = 1 := by
      simp only [hn, one_pow, intervalIntegral.integral_const, sub_zero, smul_eq_mul, mul_one]
      exact inv_mul_cancel₀ Real.two_pi_pos.ne'
    rw [hI] at h
    exact h
  · have h := parseval (fun t => ((x * Real.cos t : ℝ) : ℂ) * dressedPhase x t) (by fun_prop)
    have hs : ∀ t, ‖((x * Real.cos t : ℝ) : ℂ) * dressedPhase x t‖ ^ 2
        = x ^ 2 * Real.cos t ^ 2 := by
      intro t
      rw [norm_mul, hn, mul_one, Complex.norm_real, Real.norm_eq_abs, sq_abs, mul_pow]
    -- the period average of `cos²` is one half
    have hI : (2 * π)⁻¹ * ∫ t in (0 : ℝ)..(2 * π), x ^ 2 * Real.cos t ^ 2 = x ^ 2 / 2 := by
      rw [intervalIntegral.integral_const_mul, integral_cos_sq, Real.sin_two_pi, Real.sin_zero]
      simp only [mul_zero, sub_zero, zero_add]
      field_simp
    simp only [hs, hI] at h
    simp only [harmonic_derivative, norm_mul, mul_pow, Complex.norm_intCast, sq_abs] at h
    exact h
```

The symbol ∧ is "and": both series converge, to 1 and to x²/2, for every real x.

For the first, apply Parseval to D. Its modulus is 1 at every t (`hn`), so

Σ |c_n|² = ⟨|D|²⟩ = 1.

For the second, apply Parseval to x cos t D. By `harmonic_derivative` its coefficients are n c_n, and its squared modulus is x² cos² t (`hs`). Since cos² t = (1 + cos 2t)/2 and cos 2t averages to zero,

Σ n² |c_n|² = x² ⟨cos² t⟩ = x²/2.

In each half of the proof, `hI` evaluates the average.

The case x = 0 occurs when the field is off, or when the wave-vector transfer has no component along the polarisation. Then D = 1, so c_0 = 1, every other c_n vanishes, and the sums are 1 and 0. For small x, expanding D to first order by hand gives c_1 ≈ x/2 and c_{−1} ≈ −x/2. These two channels contribute x²/4 each, which accounts for x²/2 to leading order.

```lean
/-- The mean net number of exchanged photons is zero. -/
theorem mean_photon_exchange (x : ℝ) :
    HasSum (fun n : ℤ => (n : ℝ) * ‖photonAmplitude x n‖ ^ 2) 0 := by
  have hs : Summable fun n : ℤ => (n : ℝ) * ‖photonAmplitude x n‖ ^ 2 := by
    refine Summable.of_norm_bounded (krollWatson_sum_rules x).2.summable fun n => ?_
    have hz : |n| ≤ n ^ 2 := by
      rcases eq_or_ne n 0 with rfl | h0
      · simp
      · nlinarith [Int.one_le_abs h0, sq_abs n]
    have hr : |(n : ℝ)| ≤ (n : ℝ) ^ 2 := by exact_mod_cast hz
    rw [norm_mul, Real.norm_eq_abs, Real.norm_of_nonneg (sq_nonneg ‖photonAmplitude x n‖)]
    exact mul_le_mul_of_nonneg_right hr (sq_nonneg _)
  obtain ⟨S, hS⟩ := hs
  -- absorption and emission contribute with opposite signs
  have hodd : HasSum (fun n : ℤ => -((n : ℝ) * ‖photonAmplitude x n‖ ^ 2)) S := by
    have h := (Equiv.neg ℤ).hasSum_iff.2 hS
    convert h using 2 with n
    simp [photonAmplitude_neg]
  have h0 : S = 0 := by linarith [hodd.unique hS.neg]
  rwa [h0] at hS
```

With the same x in every channel, the mean net photon number under the weights |c_n|² vanishes:

Σ n |c_n|² = 0.

Convergence comes first. For an integer, |n| ≤ n², so the terms are bounded in size by those of the second sum rule (`hs`). Call the sum S. Replacing n by −n only reorders the series, and |c_{−n}| = |c_n|, so S = −S and S = 0. The reordered series is `hodd`. With zero mean, x²/2 is also the variance of the photon number. In the full Kroll-Watson formula, where x and the other factors can change with n, the mean need not vanish.

## Bounding the channels left out

```lean
/-- For any finite set of channels exchanging at least `N` photons, `N²` times their total
probability is at most `x² / 2`. -/
theorem multiphoton_tail_bound (x : ℝ) (N : ℕ) (s : Finset ℤ) (hs : ∀ n ∈ s, (N : ℤ) ≤ |n|) :
    (N : ℝ) ^ 2 * ∑ n ∈ s, ‖photonAmplitude x n‖ ^ 2 ≤ x ^ 2 / 2 := by
  rw [Finset.mul_sum]
  refine le_trans (Finset.sum_le_sum fun n hn => ?_)
    (sum_le_hasSum s (fun n _ => by positivity) (krollWatson_sum_rules x).2)
  have h : (N : ℝ) ≤ |(n : ℝ)| := by exact_mod_cast hs n hn
  have h2 : (N : ℝ) ^ 2 ≤ (n : ℝ) ^ 2 := by
    rw [← sq_abs (n : ℝ)]
    gcongr
  exact mul_le_mul_of_nonneg_right h2 (sq_nonneg _)

end

end KrollWatsonSumRules
```

Let s be a finite set of integers, each with |n| ≥ N, where N is a natural number. Then

N² Σ_{n in s} |c_n|² ≤ x²/2.

For each n in s, N² ≤ n², so the left side is at most Σ_{n in s} n² |c_n|². All terms of the second sum rule are non-negative, so this partial sum is at most the full value x²/2. The two inequalities are joined by `le_trans`, and `sum_le_hasSum` supplies the second.

For N = 0 the statement is only 0 ≤ x²/2. For N ≥ 1 it bounds the probability in s by x²/(2N²), however many channels s contains. Since the terms are non-negative and the bound is the same for every finite s, it also holds for all channels with |n| ≥ N together. In a calculation with a common x for all channels, this limits the weight lost by keeping only |n| < N: with x = 2 and N = 10, at most 0.02. The bound is loose, and the actual weight in this example is far smaller.

```lean
#print axioms KrollWatsonSumRules.photonAmplitude_recurrence
-- 'KrollWatsonSumRules.photonAmplitude_recurrence' depends on axioms: [propext, Classical.choice, Quot.sound]
#print axioms KrollWatsonSumRules.krollWatson_sum_rules
-- 'KrollWatsonSumRules.krollWatson_sum_rules' depends on axioms: [propext, Classical.choice, Quot.sound]
#print axioms KrollWatsonSumRules.mean_photon_exchange
-- 'KrollWatsonSumRules.mean_photon_exchange' depends on axioms: [propext, Classical.choice, Quot.sound]
#print axioms KrollWatsonSumRules.multiphoton_tail_bound
-- 'KrollWatsonSumRules.multiphoton_tail_bound' depends on axioms: [propext, Classical.choice, Quot.sound]
```
